# The dipole sum-rule constant of a one-electron ion with a nucleus of finite mass

## One free particle

Take a free particle of mass \(\mu\) and charge \(-1\), in units with \(\hbar=e=1\). Its Hamiltonian is \(H=p^2/(2\mu)\), its dipole is \(D=-x\), and \([x,p]=xp-px=i\). Then

\[
[H,D]=\frac{i}{\mu}\,p,\qquad [D,[H,D]]=-\frac{i}{\mu}[x,p]=\frac1\mu .
\]

The first commutator leaves one momentum and the second turns it into a number. A potential that commutes with \(x\) changes nothing. For hydrogen, \(\mu\) is the reduced mass and the constant is \(1/m+1/M\). For any other nuclear charge the dipole also changes.

## The charge that goes with the relative coordinate

Let an electron of mass \(m\) and charge \(-1\) sit at \(x_e\), and a nucleus of mass \(M\) and charge \(Z\) at \(x_n\). With \(x=x_e-x_n\) and the centre of mass \(R=(mx_e+Mx_n)/(M+m)\), the dipole is

\[
Zx_n-x_e=(Z-1)R-qx,\qquad q=\frac{M+Zm}{M+m}.
\]

The internal motion therefore has \(D=-qx\) and \(H=p^2/(2\mu)+V\), with \(\mu=mM/(M+m)\). For this non-relativistic one-electron model, the double commutator fixes the total energy-weighted dipole strength, which can serve as a check on computed transition strengths.

## The constant and its derivation

For \(m,M>0\), real \(Z\) and \([V,x]=0\),

\[
[D,[H,D]]=\frac{q^2}{\mu}=\frac1m+\frac{Z^2}{M}-\frac{(Z-1)^2}{M+m}.
\]

Suppose first that \([D,p]=ci\) for a number \(c\). Then

\[
[p^2,D]=-(p[D,p]+[D,p]p)=-2ci\,p,\qquad [D,[p^2,D]]=-2ci\cdot ci=2c^2 .
\]

Here \(c=-q\), so the kinetic term gives \(2q^2/(2\mu)=q^2/\mu\). The potential gives zero, since \([V,D]=-q[V,x]=0\).

For the masses, \(q^2/\mu=(M+Zm)^2/\bigl(mM(M+m)\bigr)\). Over the same denominator, the right-hand side has the numerator

\[
(M+Z^2m)(M+m)-(Z-1)^2mM=M^2+2ZmM+Z^2m^2=(M+Zm)^2 .
\]

In laboratory coordinates, the dipole \(Zx_n-x_e\) has \(c=-1\) with \(p_e\) and \(c=Z\) with \(p_n\), so the constant is \(1/m+Z^2/M\). The difference, \((Z-1)^2/(M+m)\), is the squared total charge over the total mass: the share of the centre of mass. It vanishes exactly when \(Z=1\).

Putting in the reduced mass but keeping \(D=-x\) gives the wrong constant for an ion. To first order in \(m/M\) the correct value is \(1/m+(2Z-1)/M\), whereas the reduced mass alone gives \(1/m+1/M\). For \(Z=2\) the true correction is three times as large.

## From the commutator to the sum rule

Let \(H\) and \(D\) be symmetric and \(H\psi=E\psi\) with \(\|\psi\|=1\). Expanding the double commutator,

\[
\langle\psi,(2DHD-D^2H-HD^2)\psi\rangle=2\langle D\psi,(H-E)D\psi\rangle ,
\]

so \(\langle D\psi,(H-E)D\psi\rangle=q^2/(2\mu)\). Given a complete set of eigenstates, the left side becomes the familiar sum of \((E_n-E)|\langle n|D|\psi\rangle|^2\); for an ion it must include an integral over the continuum states as well as the bound states. The Lean theorem stays with the expectation value and makes no such expansion.

## How the Lean statements express this

In `double_comm_internal`, the operators `x`, `p` and `V` are elements of any complex algebra `A`, and `comm a b` is \(ab-ba\). The hypothesis `hxp` is the canonical commutation relation and `hV` says that the potential commutes with position. The conclusion is the real constant, read as a complex number, times the identity `1 : A`. No symmetry of the operators is needed.

The statement treats one Cartesian component. Since `V` need only commute with `x`, it may also contain the kinetic energy of the other two directions.

`dipole_sum_rule` is more demanding: the operators are linear maps defined on all of a complex inner product space `K`, which cannot be complete under these hypotheses. Thus `K` must contain \(\psi\) and be preserved by \(x\), \(p\) and \(V\). This excludes the ground state of an ion with the Coulomb potential: it has a cusp at the nucleus, and applying \(p\) to it three times gives a function that is not square-integrable. The sum rule holds for that state too, but its proof needs an argument about operator domains that is not given here. Matrices in a finite basis cannot satisfy \([x,p]=i\), because a commutator has trace zero, so the theorem does not apply to them directly.

## The complete file

```lean
import Mathlib

open Complex

namespace FiniteMassDipoleSumRule

noncomputable section

/-- The commutator of two operators. -/
def comm {A : Type*} [Ring A] (a b : A) : A := a * b - b * a

/-- The reduced mass of an electron of mass `m` and a nucleus of mass `M`, for `M + m ≠ 0`. -/
def reducedMass (m M : ℝ) : ℝ := m * M / (M + m)

/-- The effective charge `q` in the dipole `-q x` of relative motion, for `M + m ≠ 0`. -/
def effectiveCharge (Z m M : ℝ) : ℝ := (M + Z * m) / (M + m)

variable {A : Type*} [Ring A] [Algebra ℂ A]

/-- The Hamiltonian of relative motion, `p² / (2μ) + V`, for nonzero `m`, `M` and `M + m`. -/
def internalHamiltonian (m M : ℝ) (p V : A) : A :=
  ((1 / (2 * reducedMass m M) : ℝ) : ℂ) • p ^ 2 + V

/-- The dipole operator of relative motion, `-q x`, for `M + m ≠ 0`. -/
def internalDipole (Z m M : ℝ) (x : A) : A :=
  -((effectiveCharge Z m M : ℂ) • x)

/-- The Hamiltonian of electron and nucleus in laboratory coordinates, for nonzero masses. -/
def labHamiltonian (m M : ℝ) (pe pn V : A) : A :=
  ((1 / (2 * m) : ℝ) : ℂ) • pe ^ 2 + (((1 / (2 * M) : ℝ) : ℂ) • pn ^ 2 + V)

/-- The dipole operator of an electron of charge `-1` and a nucleus of charge `Z`. -/
def labDipole (Z : ℝ) (xe xn : A) : A := (Z : ℂ) • xn - xe

/-- If `[D, p] = c i`, then the double commutator of `D` with `p²` is the number `2 c²`. -/
theorem double_comm_sq (D p : A) (c : ℂ) (h : comm D p = (c * I) • (1 : A)) :
    comm D (comm (p ^ 2) D) = (2 * c ^ 2) • (1 : A) := by
  -- the inner commutator is proportional to the momentum
  have h1 : comm (p ^ 2) D = (-(2 * c * I)) • p := by
    calc comm (p ^ 2) D = -(p * comm D p + comm D p * p) := by
          unfold comm
          noncomm_ring
      _ = (-(2 * c * I)) • p := by
          rw [h]
          simp only [mul_smul_comm, smul_mul_assoc, mul_one, one_mul]
          module
  calc comm D (comm (p ^ 2) D) = (-(2 * c * I)) • comm D p := by
        rw [h1]
        simp only [comm, mul_smul_comm, smul_mul_assoc, smul_sub]
    _ = (2 * c ^ 2) • (1 : A) := by
        rw [h, smul_smul]
        congr 1
        linear_combination (-2 * c ^ 2) * Complex.I_sq

/-- The double commutator with a dipole is linear in the Hamiltonian. -/
theorem double_comm_add_smul (D S W : A) (a : ℂ) :
    comm D (comm (a • S + W) D) = a • comm D (comm S D) + comm D (comm W D) := by
  simp only [comm, add_mul, mul_add, smul_mul_assoc, mul_smul_comm, mul_sub, sub_mul, smul_sub]
  module

/-- The squared effective charge over the reduced mass is the sum of charge squared over mass
for the two particles, less the same ratio for the atom as a whole. -/
theorem strength_split (Z : ℝ) {m M : ℝ} (hm : 0 < m) (hM : 0 < M) :
    effectiveCharge Z m M ^ 2 / reducedMass m M
      = 1 / m + Z ^ 2 / M - (Z - 1) ^ 2 / (M + m) := by
  have hS : M + m ≠ 0 := by positivity
  unfold effectiveCharge reducedMass
  field_simp
  ring

/-- The internal constant equals the two-particle value `1/m + Z²/M` exactly when `Z = 1`. -/
theorem strength_eq_lab_iff (Z : ℝ) {m M : ℝ} (hm : 0 < m) (hM : 0 < M) :
    effectiveCharge Z m M ^ 2 / reducedMass m M = 1 / m + Z ^ 2 / M ↔ Z = 1 := by
  have hS : M + m ≠ 0 := by positivity
  rw [strength_split Z hm hM]
  constructor
  · intro h
    have h0 : (Z - 1) ^ 2 / (M + m) = 0 := by linarith
    have h1 : (Z - 1) ^ 2 = 0 := (div_eq_zero_iff.mp h0).resolve_right hS
    have h2 : Z - 1 = 0 := pow_eq_zero_iff (two_ne_zero) |>.mp h1
    linarith
  · rintro rfl
    simp

/-- The double commutator of the internal dipole with the internal Hamiltonian is the number
`1/m + Z²/M - (Z-1)²/(M+m)`. -/
theorem double_comm_internal (Z : ℝ) {m M : ℝ} (hm : 0 < m) (hM : 0 < M) {x p V : A}
    (hxp : comm x p = I • (1 : A)) (hV : comm V x = 0) :
    comm (internalDipole Z m M x) (comm (internalHamiltonian m M p V) (internalDipole Z m M x))
      = ((1 / m + Z ^ 2 / M - (Z - 1) ^ 2 / (M + m) : ℝ) : ℂ) • (1 : A) := by
  have hVx : V * x = x * V := sub_eq_zero.mp hV
  -- the potential commutes with the dipole
  have hVD : comm V (internalDipole Z m M x) = 0 := by
    simp only [comm, internalDipole, mul_neg, neg_mul, mul_smul_comm, smul_mul_assoc, hVx,
      sub_self]
  have hV0 : comm (internalDipole Z m M x) (comm V (internalDipole Z m M x)) = 0 := by
    rw [hVD]
    simp only [comm, mul_zero, zero_mul, sub_self]
  have hc : comm (internalDipole Z m M x) p
      = (-(effectiveCharge Z m M : ℂ) * I) • (1 : A) := by
    calc comm (internalDipole Z m M x) p = -((effectiveCharge Z m M : ℂ) • comm x p) := by
          simp only [comm, internalDipole, neg_mul, mul_neg, smul_mul_assoc, mul_smul_comm,
            smul_sub]
          abel
      _ = _ := by
          rw [hxp]
          module
  rw [internalHamiltonian, double_comm_add_smul, double_comm_sq _ _ _ hc, hV0, add_zero,
    smul_smul, ← strength_split Z hm hM]
  congr 1
  push_cast
  ring

/-- In laboratory coordinates the double commutator is the internal constant plus the square of
the total charge over the total mass. -/
theorem double_comm_lab (Z : ℝ) {m M : ℝ} (hm : 0 < m) (hM : 0 < M) {xe pe xn pn V : A}
    (hee : comm xe pe = I • (1 : A)) (hnn : comm xn pn = I • (1 : A))
    (hen : comm xe pn = 0) (hne : comm xn pe = 0)
    (hVe : comm V xe = 0) (hVn : comm V xn = 0) :
    comm (labDipole Z xe xn) (comm (labHamiltonian m M pe pn V) (labDipole Z xe xn))
      = ((effectiveCharge Z m M ^ 2 / reducedMass m M + (Z - 1) ^ 2 / (M + m) : ℝ) : ℂ)
        • (1 : A) := by
  have hs : effectiveCharge Z m M ^ 2 / reducedMass m M + (Z - 1) ^ 2 / (M + m)
      = 1 / m + Z ^ 2 / M := by
    rw [strength_split Z hm hM]
    ring
  have hlin : ∀ p : A, comm (labDipole Z xe xn) p = (Z : ℂ) • comm xn p - comm xe p := by
    intro p
    simp only [comm, labDipole, sub_mul, mul_sub, smul_mul_assoc, mul_smul_comm, smul_sub]
    abel
  -- each momentum sees only the charge of its own particle
  have he : comm (labDipole Z xe xn) pe = ((-1 : ℂ) * I) • (1 : A) := by
    rw [hlin, hne, hee]
    module
  have hn : comm (labDipole Z xe xn) pn = ((Z : ℂ) * I) • (1 : A) := by
    rw [hlin, hen, hnn]
    module
  have h1 : V * xe = xe * V := sub_eq_zero.mp hVe
  have h2 : V * xn = xn * V := sub_eq_zero.mp hVn
  have hVD : comm V (labDipole Z xe xn) = 0 := by
    simp only [comm, labDipole, mul_sub, sub_mul, mul_smul_comm, smul_mul_assoc, h1, h2,
      sub_self]
  have hV0 : comm (labDipole Z xe xn) (comm V (labDipole Z xe xn)) = 0 := by
    rw [hVD]
    simp only [comm, mul_zero, zero_mul, sub_self]
  rw [hs, labHamiltonian, double_comm_add_smul, double_comm_add_smul, double_comm_sq _ _ _ he,
    double_comm_sq _ _ _ hn, hV0, add_zero, smul_smul, smul_smul, ← add_smul]
  congr 1
  push_cast
  ring

section SumRule

variable {K : Type*} [NormedAddCommGroup K] [InnerProductSpace ℂ K]

/-- For symmetric `H` and `D` and an eigenvector `ψ` of `H`, the inner product of `ψ` with the
double commutator applied to `ψ` is twice the inner product of `D ψ` with `(H - E) D ψ`. -/
theorem expectation_double_comm {H D : Module.End ℂ K} (hH : LinearMap.IsSymmetric H)
    (hD : LinearMap.IsSymmetric D) {ψ : K} {E : ℝ} (hE : H ψ = (E : ℂ) • ψ) :
    inner ℂ ψ (comm D (comm H D) ψ)
      = 2 * inner ℂ (D ψ) (H (D ψ) - (E : ℂ) • D ψ) := by
  have hD1 : ∀ y, inner ℂ ψ (D y) = inner ℂ (D ψ) y := fun y => (hD ψ y).symm
  have h2 : inner ℂ ψ (H (D (D ψ))) = (E : ℂ) * inner ℂ (D ψ) (D ψ) := by
    rw [← hH ψ, hE, inner_smul_left, Complex.conj_ofReal, hD1]
  have h3 : comm D (comm H D) ψ
      = D (H (D ψ)) - D (D (H ψ)) - (H (D (D ψ)) - D (H (D ψ))) := by
    simp only [comm, LinearMap.sub_apply, Module.End.mul_apply, map_sub]
  rw [h3, hE]
  simp only [map_smul, inner_sub_right, inner_smul_right, hD1, h2]
  ring

/-- The energy-weighted dipole sum rule at finite nuclear mass: for a normalised eigenvector `ψ`,
the inner product of `D ψ` with `(H - E) D ψ` is half the double-commutator constant. -/
theorem dipole_sum_rule (Z : ℝ) {m M : ℝ} (hm : 0 < m) (hM : 0 < M) {x p V : Module.End ℂ K}
    (hxp : comm x p = I • (1 : Module.End ℂ K)) (hV : comm V x = 0)
    (hx : LinearMap.IsSymmetric x) (hH : LinearMap.IsSymmetric (internalHamiltonian m M p V))
    {ψ : K} {E : ℝ} (hψ : ‖ψ‖ = 1) (hE : internalHamiltonian m M p V ψ = (E : ℂ) • ψ) :
    inner ℂ (internalDipole Z m M x ψ)
        (internalHamiltonian m M p V (internalDipole Z m M x ψ)
          - (E : ℂ) • internalDipole Z m M x ψ)
      = ((1 / 2 * (1 / m + Z ^ 2 / M - (Z - 1) ^ 2 / (M + m)) : ℝ) : ℂ) := by
  have hD : LinearMap.IsSymmetric (internalDipole Z m M x) := by
    intro a b
    simp only [internalDipole, LinearMap.neg_apply, LinearMap.smul_apply, inner_neg_left,
      inner_neg_right, inner_smul_left, inner_smul_right, Complex.conj_ofReal]
    rw [hx a b]
  have hn : inner ℂ ψ ψ = (1 : ℂ) := by
    rw [inner_self_eq_norm_sq_to_K, hψ]
    simp
  have e := expectation_double_comm hH hD hE
  rw [double_comm_internal Z hm hM hxp hV, LinearMap.smul_apply, Module.End.one_apply,
    inner_smul_right, hn] at e
  push_cast at e ⊢
  linear_combination (-1 / 2 : ℂ) * e

end SumRule

/-- Position `i` acting on polynomials in two variables by multiplication. -/
def polyPosition (i : Fin 2) : Module.End ℂ (MvPolynomial (Fin 2) ℂ) :=
  LinearMap.mulLeft ℂ (MvPolynomial.X i)

/-- Momentum `j` acting on polynomials in two variables as `-i` times the derivative. -/
def polyMomentum (j : Fin 2) : Module.End ℂ (MvPolynomial (Fin 2) ℂ) :=
  (-I) • (MvPolynomial.pderiv j).toLinearMap

/-- On polynomials in two variables each position has commutator `I` with its own momentum and zero
with the other, and multiplication by any polynomial `f` commutes with the positions. -/
theorem commutation_witness (i j : Fin 2) (f : MvPolynomial (Fin 2) ℂ) :
    comm (polyPosition i) (polyMomentum j) = (if i = j then I • 1 else 0) ∧
      comm (LinearMap.mulLeft ℂ f : Module.End ℂ (MvPolynomial (Fin 2) ℂ))
        (polyPosition i) = 0 := by
  constructor
  · apply LinearMap.ext
    intro g
    have e : comm (polyPosition i) (polyMomentum j) g
        = MvPolynomial.X i * ((-I) • MvPolynomial.pderiv j g)
          - (-I) • MvPolynomial.pderiv j (MvPolynomial.X i * g) := rfl
    rw [e, Derivation.leibniz]
    by_cases h : i = j
    · subst h
      rw [MvPolynomial.pderiv_X_self, if_pos rfl]
      simp only [smul_eq_mul, mul_one, mul_smul_comm, LinearMap.smul_apply,
        Module.End.one_apply]
      module
    · rw [MvPolynomial.pderiv_X_of_ne h, if_neg h]
      simp only [smul_eq_mul, mul_zero, add_zero, mul_smul_comm, LinearMap.zero_apply, sub_self]
  · apply LinearMap.ext
    intro g
    have e : comm (LinearMap.mulLeft ℂ f : Module.End ℂ (MvPolynomial (Fin 2) ℂ))
        (polyPosition i) g
        = f * (MvPolynomial.X i * g) - MvPolynomial.X i * (f * g) := rfl
    rw [e, LinearMap.zero_apply]
    ring

end

end FiniteMassDipoleSumRule
```

```lean
#print axioms FiniteMassDipoleSumRule.strength_eq_lab_iff
#print axioms FiniteMassDipoleSumRule.double_comm_lab
#print axioms FiniteMassDipoleSumRule.dipole_sum_rule
```

```
'FiniteMassDipoleSumRule.strength_eq_lab_iff' depends on axioms: [propext, Classical.choice, Quot.sound]
'FiniteMassDipoleSumRule.double_comm_lab' depends on axioms: [propext, Classical.choice, Quot.sound]
'FiniteMassDipoleSumRule.dipole_sum_rule' depends on axioms: [propext, Classical.choice, Quot.sound]
```

## How the proof follows the calculation

`double_comm_sq` is the step with general \(c\). `noncomm_ring` rewrites \([p^2,D]\) through \([D,p]\), and the closing `linear_combination` uses \(i^2=-1\). `double_comm_add_smul` splits the Hamiltonian into its terms.

`strength_split` is the mass identity: `field_simp` clears the denominators and `ring` compares the polynomials. `strength_eq_lab_iff` derives the condition \(Z=1\) from it.

`double_comm_internal` establishes \([D,p]=-qi\) as `hc` and the vanishing of the potential term as `hV0`, then combines the three lemmas. `double_comm_lab` applies `double_comm_sq` once to each momentum. It writes the result as the internal constant plus the centre-of-mass term.

`expectation_double_comm` moves \(D\) and \(H\) across the inner product by symmetry. `dipole_sum_rule` shows that the internal dipole is symmetric, inserts the constant and halves the equation.

Finally, `commutation_witness` realises the commutation relations on polynomials in two variables, with multiplication as position and \(-i\) times the derivative as momentum; the product rule supplies the \(i\). Any polynomial may serve as the potential. This example has no inner product, so it illustrates the commutator theorems and not the sum rule.

## Several particles

The same argument by hand covers \(N\) particles with charges \(q_k\), masses \(m_k\) and a potential that commutes with all positions. Each momentum has \([D,p_k]=iq_k\) with \(D=\sum_k q_kx_k\), so the laboratory constant is \(\sum_k q_k^2/m_k\). Removing the centre of mass subtracts the squared total charge over the total mass, as it does for two.
